# A sharp Hardy inequality on a radial shell with hard walls

For $0<a<b$ and every real $C^1$ function $f$ on $[a,b]$ with $f(a)=f(b)=0$, the integral of $f'^2$ is at least $\tfrac14+\pi^2/\ln(b/a)^2$ times the integral of $f^2/r^2$, and $\sqrt r\,\sin(\pi\ln(r/a)/\ln(b/a))$ attains equality. For a particle confined between hard walls at radii $a$ and $b$, this constant is the largest strength, in units of $\hbar^2/(2\mu)$ for a particle of mass $\mu$, of an inverse-square attraction that the radial kinetic energy can always balance.

In Lean 4 with Mathlib:

```lean
import Mathlib

open Real Set Filter Topology

namespace RadialShellHardy

noncomputable section

/-- A real radial function `f` with continuous derivative `f'` on the shell `[a,b]`
that vanishes at both walls. -/
structure ShellFunction (a b : ℝ) (f f' : ℝ → ℝ) : Prop where
  deriv : ∀ r ∈ Icc a b, HasDerivWithinAt f (f' r) (Icc a b) r
  cont : ContinuousOn f' (Icc a b)
  left : f a = 0
  right : f b = 0

/-- The constant `1/4 + π²/ln(b/a)²` of a shell with `0 < a < b`. -/
def shellConst (a b : ℝ) : ℝ := 1 / 4 + π ^ 2 / Real.log (b / a) ^ 2

/-- The logarithmic phase `π ln(r/a)/ln(b/a)`, for `0 < a < b` and `r > 0`. -/
def phase (a b r : ℝ) : ℝ := π * Real.log (r / a) / Real.log (b / a)

/-- The mode `√r sin(π ln(r/a)/ln(b/a))`, for `0 < a < b` and `r > 0`. -/
def logMode (a b r : ℝ) : ℝ := √r * Real.sin (phase a b r)

/-- The closed formula for the slope of the mode, for `0 < a < b` and `r > 0`. -/
def logModeDeriv (a b r : ℝ) : ℝ :=
  (Real.sin (phase a b r) / 2 + π / Real.log (b / a) * Real.cos (phase a b r)) / √r

/-- The function `(1/2 - κ tan(κ(ln r - m)))/r`, for `r > 0` and away from the poles
of the tangent. -/
def riccatiSlope (κ m r : ℝ) : ℝ :=
  (1 / 2 - κ * Real.tan (κ * (Real.log r - m))) / r

/-- For `r > 0` and away from the poles of the tangent, `w = riccatiSlope κ m` solves the
Riccati equation `w' = -(1/4 + κ²)/r² - w²`. -/
theorem riccatiSlope_hasDerivAt {κ m r : ℝ} (hr : 0 < r)
    (hc : Real.cos (κ * (Real.log r - m)) ≠ 0) :
    HasDerivAt (riccatiSlope κ m)
      (-(1 / 4 + κ ^ 2) / r ^ 2 - riccatiSlope κ m r ^ 2) r := by
  have h1 : HasDerivAt (fun x => κ * (Real.log x - m)) (κ * r⁻¹) r :=
    ((Real.hasDerivAt_log hr.ne').sub_const m).const_mul κ
  have ht : 1 / Real.cos (κ * (Real.log r - m)) ^ 2
      = 1 + Real.tan (κ * (Real.log r - m)) ^ 2 := by
    rw [Real.tan_eq_sin_div_cos, div_pow, div_eq_iff (pow_ne_zero 2 hc), add_mul,
      div_mul_cancel₀ _ (pow_ne_zero 2 hc)]
    linarith [Real.sin_sq_add_cos_sq (κ * (Real.log r - m))]
  have h2 : HasDerivAt (fun x => Real.tan (κ * (Real.log x - m)))
      ((1 + Real.tan (κ * (Real.log r - m)) ^ 2) * (κ * r⁻¹)) r := by
    rw [← ht]
    exact (Real.hasDerivAt_tan hc).comp r h1
  have h3 := ((h2.const_mul κ).const_sub (1 / 2)).fun_div (hasDerivAt_id' r) hr.ne'
  have hri : r⁻¹ * r = 1 := inv_mul_cancel₀ hr.ne'
  refine HasDerivAt.congr_deriv h3 ?_
  simp only [riccatiSlope]
  linear_combination
    (-(κ ^ 2 * (1 + Real.tan (κ * (Real.log r - m)) ^ 2)) / r ^ 2) * hri

/-- For `0 < a < b` and `f` of class C¹ on `[a,b]` vanishing at both walls, both `f'²` and `f²/r²`
are integrable on the shell. -/
theorem ShellFunction.integrable {a b : ℝ} {f f' : ℝ → ℝ} (h : ShellFunction a b f f')
    (ha : 0 < a) (hab : a < b) :
    IntervalIntegrable (fun r => f' r ^ 2) MeasureTheory.volume a b ∧
    IntervalIntegrable (fun r => f r ^ 2 / r ^ 2) MeasureTheory.volume a b := by
  have hf : ContinuousOn f (Icc a b) := fun r hr => (h.deriv r hr).continuousWithinAt
  have h1 : ContinuousOn (fun r => f' r ^ 2) (Icc a b) := h.cont.pow 2
  have h2 : ContinuousOn (fun r => f r ^ 2 / r ^ 2) (Icc a b) :=
    (hf.pow 2).div (continuousOn_id.pow 2)
      (fun r hr => pow_ne_zero 2 (ha.trans_le hr.1).ne')
  exact ⟨h1.intervalIntegrable_of_Icc hab.le, h2.intervalIntegrable_of_Icc hab.le⟩

/-- For `0 < a < b`, `κ ≥ 0`, `κ ln(b/a) < π` and `f` of class C¹ on `[a,b]` vanishing at both
walls, the integral of `f'²` is at least `1/4 + κ²` times the integral of `f²/r²`. -/
theorem subcritical_bound {a b κ : ℝ} {f f' : ℝ → ℝ} (ha : 0 < a) (hab : a < b)
    (h : ShellFunction a b f f') (hκ : 0 ≤ κ) (hκL : κ * Real.log (b / a) < π) :
    (1 / 4 + κ ^ 2) * ∫ r in a..b, f r ^ 2 / r ^ 2 ≤ ∫ r in a..b, f' r ^ 2 := by
  obtain ⟨hI1, hI2⟩ := h.integrable ha hab
  rw [Real.log_div (ha.trans hab).ne' ha.ne'] at hκL
  let m := (Real.log a + Real.log b) / 2
  -- the argument of the tangent stays inside (-π/2, π/2)
  have hw : ∀ r ∈ Icc a b, HasDerivAt (riccatiSlope κ m)
      (-(1 / 4 + κ ^ 2) / r ^ 2 - riccatiSlope κ m r ^ 2) r := by
    intro r hr
    have hr0 : 0 < r := ha.trans_le hr.1
    have l1 := mul_le_mul_of_nonneg_left (Real.log_le_log ha hr.1) hκ
    have l2 := mul_le_mul_of_nonneg_left (Real.log_le_log hr0 hr.2) hκ
    refine riccatiSlope_hasDerivAt hr0 (Real.cos_pos_of_mem_Ioo ⟨?_, ?_⟩).ne'
    · dsimp only [m]; linarith
    · dsimp only [m]; linarith
  have hwc : ContinuousOn (riccatiSlope κ m) (Icc a b) :=
    fun r hr => (hw r hr).continuousAt.continuousWithinAt
  have hf : ContinuousOn f (Icc a b) := fun r hr => (h.deriv r hr).continuousWithinAt
  have hc3 : ContinuousOn (fun r => (f' r - riccatiSlope κ m r * f r) ^ 2) (Icc a b) :=
    (h.cont.sub (hwc.mul hf)).pow 2
  have hI12 : IntervalIntegrable
      (fun r => f' r ^ 2 - (1 / 4 + κ ^ 2) * (f r ^ 2 / r ^ 2)) MeasureTheory.volume a b :=
    hI1.sub (hI2.const_mul _)
  have hI : IntervalIntegrable (fun r => f' r ^ 2 - (1 / 4 + κ ^ 2) * (f r ^ 2 / r ^ 2)
      - (f' r - riccatiSlope κ m r * f r) ^ 2) MeasureTheory.volume a b :=
    hI12.sub (hc3.intervalIntegrable_of_Icc hab.le)
  -- the integrand minus the completed square is the derivative of w f²
  have ftc := intervalIntegral.integral_eq_sub_of_hasDerivAt_of_le hab.le
    (f := fun r => riccatiSlope κ m r * (f r * f r)) (hwc.mul (hf.mul hf))
    (fun r hr => by
      have hd := (h.deriv r (Ioo_subset_Icc_self hr)).hasDerivAt (Icc_mem_nhds hr.1 hr.2)
      refine ((hw r (Ioo_subset_Icc_self hr)).fun_mul (hd.fun_mul hd)).congr_deriv ?_
      ring) hI
  have hm := intervalIntegral.integral_mono_on hab.le hI hI12
    (fun r _ => sub_le_self _ (sq_nonneg _))
  rw [ftc, intervalIntegral.integral_sub hI1 (hI2.const_mul _),
    intervalIntegral.integral_const_mul] at hm
  simp only [h.left, h.right, mul_zero, sub_zero] at hm
  linarith

/-- Hardy inequality on a shell: for `0 < a < b` and `f` of class C¹ on `[a,b]` vanishing at
both walls, `∫ f'² ≥ (1/4 + π²/ln(b/a)²) ∫ f²/r²`. -/
theorem shell_hardy {a b : ℝ} {f f' : ℝ → ℝ} (ha : 0 < a) (hab : a < b)
    (h : ShellFunction a b f f') :
    shellConst a b * ∫ r in a..b, f r ^ 2 / r ^ 2 ≤ ∫ r in a..b, f' r ^ 2 := by
  have hL : 0 < Real.log (b / a) := Real.log_pos ((one_lt_div ha).2 hab)
  -- approach the critical value π / ln(b/a) from below
  have hlim := ((((tendsto_one_div_add_atTop_nhds_zero_nat (𝕜 := ℝ)).const_sub 1).const_mul
    (π / Real.log (b / a))).pow 2).const_add (1 / 4) |>.mul_const
    (∫ r in a..b, f r ^ 2 / r ^ 2)
  have key := le_of_tendsto' hlim (fun n => by
    have hn : (0 : ℝ) < 1 / ((n : ℝ) + 1) := by positivity
    have hn1 : 1 / ((n : ℝ) + 1) ≤ 1 := by
      rw [div_le_one (by positivity)]
      linarith [Nat.cast_nonneg (α := ℝ) n]
    refine subcritical_bound ha hab h
      (mul_nonneg (div_pos pi_pos hL).le (sub_nonneg.2 hn1)) ?_
    have e : π / Real.log (b / a) * Real.log (b / a) = π := div_mul_cancel₀ _ hL.ne'
    calc π / Real.log (b / a) * (1 - 1 / ((n : ℝ) + 1)) * Real.log (b / a)
        = (π / Real.log (b / a) * Real.log (b / a)) * (1 - 1 / ((n : ℝ) + 1)) := by ring
      _ = π * (1 - 1 / ((n : ℝ) + 1)) := by rw [e]
      _ < π := by nlinarith [mul_pos pi_pos hn])
  have e : 1 / 4 + (π / Real.log (b / a) * (1 - 0)) ^ 2 = shellConst a b := by
    unfold shellConst; ring
  rwa [e] at key

/-- For `a, r > 0` the phase has derivative `π/(r ln(b/a))`. -/
theorem phase_hasDerivAt {a r : ℝ} (b : ℝ) (ha : 0 < a) (hr : 0 < r) :
    HasDerivAt (phase a b) (π / Real.log (b / a) / r) r := by
  have h := ((((hasDerivAt_id' r).div_const a).log (div_pos hr ha).ne').const_mul π).div_const
    (Real.log (b / a))
  have e : 1 / a / (r / a) = 1 / r := by field_simp
  refine HasDerivAt.congr_deriv h ?_
  rw [e]
  ring

/-- For `0 < a < b` the mode is of class C¹ on the shell, has the slope `logModeDeriv`, and
vanishes at both walls. -/
theorem logMode_shellFunction {a b : ℝ} (ha : 0 < a) (hab : a < b) :
    ShellFunction a b (logMode a b) (logModeDeriv a b) := by
  have hL : 0 < Real.log (b / a) := Real.log_pos ((one_lt_div ha).2 hab)
  refine ⟨fun r hr => ?_, fun r hr => ?_, ?_, ?_⟩
  · have hr0 : 0 < r := ha.trans_le hr.1
    have hs : √r / r = 1 / √r := by
      rw [div_eq_div_iff hr0.ne' (Real.sqrt_pos.2 hr0).ne', Real.mul_self_sqrt hr0.le, one_mul]
    have hd := (Real.hasDerivAt_sqrt hr0.ne').fun_mul (phase_hasDerivAt b ha hr0).sin
    refine (HasDerivAt.congr_deriv hd ?_).hasDerivWithinAt
    unfold logModeDeriv
    linear_combination (Real.cos (phase a b r) * (π / Real.log (b / a))) * hs
  · have hr0 : 0 < r := ha.trans_le hr.1
    have hp := phase_hasDerivAt b ha hr0
    have hd := ((hp.sin.div_const 2).fun_add
      (hp.cos.const_mul (π / Real.log (b / a)))).fun_div
      (Real.hasDerivAt_sqrt hr0.ne') (Real.sqrt_pos.2 hr0).ne'
    exact hd.continuousAt.continuousWithinAt
  · simp [logMode, phase, div_self ha.ne']
  · simp [logMode, phase, mul_div_cancel_right₀ π hL.ne']

/-- For `0 < a < b` the mode attains equality in the shell Hardy inequality, and its integral
of `f²/r²` is positive. -/
theorem logMode_equality {a b : ℝ} (ha : 0 < a) (hab : a < b) :
    (∫ r in a..b, logModeDeriv a b r ^ 2
      = shellConst a b * ∫ r in a..b, logMode a b r ^ 2 / r ^ 2) ∧
    0 < ∫ r in a..b, logMode a b r ^ 2 / r ^ 2 := by
  have hL : 0 < Real.log (b / a) := Real.log_pos ((one_lt_div ha).2 hab)
  obtain ⟨hI1, hI2⟩ := (logMode_shellFunction ha hab).integrable ha hab
  constructor
  · -- the difference of the integrands is the derivative of mode times slope
    have hG : ∀ r, 0 < r → HasDerivAt (fun x => Real.sin (phase a b x) *
        (Real.sin (phase a b x) / 2 + π / Real.log (b / a) * Real.cos (phase a b x)))
        (logModeDeriv a b r ^ 2 - shellConst a b * (logMode a b r ^ 2 / r ^ 2)) r := by
      intro r hr
      have hp := phase_hasDerivAt b ha hr
      have h1 : logModeDeriv a b r ^ 2 = (Real.sin (phase a b r) / 2
          + π / Real.log (b / a) * Real.cos (phase a b r)) ^ 2 / r := by
        rw [logModeDeriv, div_pow, Real.sq_sqrt hr.le]
      have h2 : logMode a b r ^ 2 / r ^ 2 = Real.sin (phase a b r) ^ 2 / r := by
        rw [logMode, mul_pow, Real.sq_sqrt hr.le, pow_two r, mul_div_mul_left _ _ hr.ne']
      refine (hp.sin.fun_mul ((hp.sin.div_const 2).fun_add
        (hp.cos.const_mul (π / Real.log (b / a))))).congr_deriv ?_
      rw [h1, h2, shellConst]
      ring
    have ftc := intervalIntegral.integral_eq_sub_of_hasDerivAt_of_le hab.le
      (fun r hr => (hG r (ha.trans_le hr.1)).continuousAt.continuousWithinAt)
      (fun r hr => hG r (ha.trans hr.1)) (hI1.sub (hI2.const_mul _))
    have pa : phase a b a = 0 := by simp [phase, div_self ha.ne']
    have pb : phase a b b = π := mul_div_cancel_right₀ π hL.ne'
    rw [intervalIntegral.integral_sub hI1 (hI2.const_mul _),
      intervalIntegral.integral_const_mul] at ftc
    simp only [pa, pb, Real.sin_zero, Real.sin_pi, zero_mul, sub_zero] at ftc
    linarith
  · refine intervalIntegral.intervalIntegral_pos_of_pos_on hI2 (fun r hr => ?_) hab
    have hr0 : 0 < r := ha.trans hr.1
    have hl : 0 < Real.log (r / a) := Real.log_pos ((one_lt_div ha).2 hr.1)
    have hlt : Real.log (r / a) < Real.log (b / a) :=
      Real.log_lt_log (div_pos hr0 ha) (div_lt_div_of_pos_right hr.2 ha)
    have hsin : 0 < Real.sin (phase a b r) := by
      refine Real.sin_pos_of_pos_of_lt_pi (div_pos (mul_pos pi_pos hl) hL) ?_
      rw [phase, div_lt_iff₀ hL]
      exact mul_lt_mul_of_pos_left hlt pi_pos
    exact div_pos (pow_pos (mul_pos (Real.sqrt_pos.2 hr0) hsin) 2) (pow_pos hr0 2)

/-- For `0 < a < b`, `∫ f'²` is at least `g ∫ f²/r²` for every C¹ function vanishing at both
walls if and only if `g ≤ 1/4 + π²/ln(b/a)²`. -/
theorem inverse_square_stable_iff {a b : ℝ} (g : ℝ) (ha : 0 < a) (hab : a < b) :
    (∀ f f' : ℝ → ℝ, ShellFunction a b f f' →
      g * ∫ r in a..b, f r ^ 2 / r ^ 2 ≤ ∫ r in a..b, f' r ^ 2) ↔ g ≤ shellConst a b := by
  constructor
  · intro H
    obtain ⟨heq, hpos⟩ := logMode_equality ha hab
    have h := H _ _ (logMode_shellFunction ha hab)
    rw [heq] at h
    exact le_of_mul_le_mul_right h hpos
  · intro hg f f' h
    have h0 : 0 ≤ ∫ r in a..b, f r ^ 2 / r ^ 2 :=
      intervalIntegral.integral_nonneg hab.le (fun r _ => by positivity)
    exact (mul_le_mul_of_nonneg_right hg h0).trans (shell_hardy ha hab h)

end

end RadialShellHardy
```

```lean
#print axioms RadialShellHardy.shell_hardy
#print axioms RadialShellHardy.inverse_square_stable_iff
```

```
'RadialShellHardy.shell_hardy' depends on axioms: [propext, Classical.choice, Quot.sound]
'RadialShellHardy.inverse_square_stable_iff' depends on axioms: [propext, Classical.choice, Quot.sound]
```

## The energy balance in the shell

Let a particle of mass $\mu$ have the reduced radial function $f(r)=rR(r)$, usually written $u$, where $R$ is the radial part of its wavefunction. In an s state with potential $-\hbar^2 g/(2\mu r^2)$, its unnormalised energy expectation is

$$\frac{\hbar^2}{2\mu}\left(\int_a^b f'^2\,dr-g\int_a^b\frac{f^2}{r^2}\,dr\right).$$

The dimensionless number $g$ measures the attraction. For angular momentum $\ell$, the centrifugal term replaces $g$ by $g-\ell(\ell+1)$. The conditions $f(a)=f(b)=0$ stand for impenetrable walls.

Write $L=\ln(b/a)$ and $C=\tfrac14+\pi^2/L^2$. The expectation is non-negative for all admissible $f$ exactly when $g\le C$. Hardy's inequality in its usual form concerns the whole half-line and has the constant $\tfrac14$; a shell that stays away from the origin and has a finite outer radius allows the larger value $C$.

For a single particle in an s state with this potential, treated on a logarithmic radial grid with zero boundary values at both ends, $C$ is the value of $g$ above which the exact problem, before discretisation, has a negative energy. With $b/a=10^6$ it is about $0.302$, still visibly above $\tfrac14$.

## What the theorems say

`ShellFunction a b f f'` describes an admissible function. The slope `f'` is a separate function, tied to `f` by `HasDerivWithinAt` on the closed interval `Icc a b`, so the derivative is one-sided at the walls. The other fields require `f'` to be continuous there and `f` to vanish at $a$ and $b$. Values outside the shell play no role, and no normalisation is imposed.

`shellConst a b` is $C$, and `Real.log` is the natural logarithm. `phase a b r` is $p(r)=\pi\ln(r/a)/L$, which runs from $0$ to $\pi$ across the shell; it is not a scattering phase shift. `logMode` is $\sqrt r\sin p$, and `logModeDeriv` is its slope.

There are three main statements:

- `shell_hardy` is the inequality for every `ShellFunction`, assuming $0<a<b$.
- `logMode_equality` says that the mode attains equality and that its integral of $f^2/r^2$ is positive, which excludes the trivial equality $0=0$. It does not say that multiples of the mode are the only functions with equality.
- `inverse_square_stable_iff` says that a real $g$ satisfies the energy balance for all admissible functions if and only if $g\le C$.

The functions are real and $C^1$. Passing from them to every finite-energy s state takes a split into real and imaginary parts and a density argument; neither is formalised here.

## A regular logarithmic derivative below the critical value

Choose $\kappa\ge0$ with $\kappa L<\pi$, and let $m=(\ln a+\ln b)/2$ and $\theta=\kappa(\ln r-m)$. On the shell $|\theta|\le\kappa L/2<\pi/2$, so $\sqrt r\cos\theta$ is positive and its logarithmic derivative

$$w(r)=\frac{\tfrac12-\kappa\tan\theta}{r}$$

is regular up to both walls. Since $\theta'=\kappa/r$,

$$w'=\frac{-\kappa^2(1+\tan^2\theta)-\tfrac12+\kappa\tan\theta}{r^2},\qquad
w^2=\frac{\tfrac14-\kappa\tan\theta+\kappa^2\tan^2\theta}{r^2}.$$

Adding the two gives the Riccati equation $w'+w^2=-(\tfrac14+\kappa^2)/r^2$. This is `riccatiSlope_hasDerivAt`, with `riccatiSlope κ m` for $w$. Its hypothesis that the cosine is non-zero keeps $r$ away from the poles of the tangent.

Now complete the square:

$$(f'-wf)^2+(wf^2)'=f'^2+(w'+w^2)f^2=f'^2-\left(\tfrac14+\kappa^2\right)\frac{f^2}{r^2}.$$

The integral of $(wf^2)'$ vanishes because $f$ is zero at both walls and $w$ is finite there. The square has a non-negative integral, so

$$\int_a^b f'^2\,dr\ \ge\ \left(\tfrac14+\kappa^2\right)\int_a^b\frac{f^2}{r^2}\,dr.$$

In `subcritical_bound`, monotonicity of the logarithm places $\theta$ inside $(-\pi/2,\pi/2)$. The fundamental theorem of calculus then evaluates the integral of the right-hand integrand minus the completed square; this is the boundary term, hence zero. `integral_mono_on` compares it with the integral in which the square has not been subtracted. `ShellFunction.integrable` supplies the integrability used to split the integrals.

## Reaching the sharp constant

At $\kappa=\pi/L$ the function $w$ would diverge at the walls. `shell_hardy` therefore applies the previous bound to

$$\kappa_n=\frac{\pi}{L}\left(1-\frac1{n+1}\right),\qquad n=0,1,2,\ldots$$

Each $\kappa_n$ is non-negative and satisfies $\kappa_nL<\pi$. The two integrals do not depend on $n$, and $\tfrac14+\kappa_n^2$ tends to $C$. A non-strict inequality survives the limit, which is the step made by `le_of_tendsto'`.

## The mode that attains equality

Let $k=\pi/L$ and $\varphi=\sqrt r\sin p$. Since $p'=k/r$, the slope is

$$\varphi'=\frac{\tfrac12\sin p+k\cos p}{\sqrt r}.$$

`phase_hasDerivAt` gives $p'$, and `logMode_shellFunction` checks the slope, its continuity and the wall values $\sin0=\sin\pi=0$. The product $\varphi\varphi'=\sin p\,(\tfrac12\sin p+k\cos p)$ has derivative

$$(\varphi\varphi')'=\frac{k\sin p\cos p+k^2(\cos^2p-\sin^2p)}{r}.$$

Expanding $\varphi'^2$ and subtracting $C\varphi^2/r^2=(\tfrac14+k^2)\sin^2p/r$ gives the same expression:

$$\varphi'^2-C\frac{\varphi^2}{r^2}=(\varphi\varphi')'.$$

The product vanishes at both walls, so integration gives equality. `logMode_equality` follows this calculation, using the product with the factors $\sqrt r$ already cancelled. Between the walls $0<p<\pi$, so $\varphi>0$ and the integral of $\varphi^2/r^2$ is positive.

The stability criterion follows. If $g$ works for every admissible function, it works for $\varphi$, so

$$g\int_a^b\frac{\varphi^2}{r^2}\,dr\le C\int_a^b\frac{\varphi^2}{r^2}\,dr,$$

and dividing by the positive integral gives $g\le C$. Conversely, if $g\le C$, multiplying by the non-negative integral of $f^2/r^2$ and applying `shell_hardy` gives the energy balance for every admissible $f$. These are the two directions of `inverse_square_stable_iff`.
